# A bounded, nonnegative adiabatic coupling sends the ionic excitation energy of the stretched Hubbard dimer to zero instead of \(U\)

When the bond of H2 is stretched, the bonding and antibonding orbitals become degenerate. An excited singlet state in which both electrons sit on the same atom nevertheless stays high, because the electrons repel each other. Linear-response TDDFT builds this excitation from the vanishing orbital gap and a coupling, and the question is whether the coupling can supply the missing energy. In a minimal-basis model, an adiabatic coupling that is nonnegative and stays bounded cannot.

```lean
import Mathlib

open Matrix Filter Topology

namespace StretchedHydrogenTDDFT

noncomputable section
```

## Two electrons on two sites

Let \(t\) be the hopping between the atoms L and R, and \(U\) the repulsion of two electrons on one atom. Stretching is modelled by \(t\to0^+\) at fixed \(U\). For one spin-up and one spin-down electron, the basis LL, LR, RL, RR gives

\[
H=\begin{pmatrix}U&-t&-t&0\\-t&0&0&-t\\-t&0&0&-t\\0&-t&-t&U\end{pmatrix}.
\]

In Lean this is a real \(4\times4\) matrix. Its indices 0 to 3 follow the order of the basis.

```lean
/-- Hubbard dimer Hamiltonian for one spin-up and one spin-down electron, with on-site
repulsion `U` and hopping `t`, in the site basis LL, LR, RL, RR. -/
def dimerH (U t : ℝ) : Matrix (Fin 4) (Fin 4) ℝ :=
  !![U, -t, -t, 0; -t, 0, 0, -t; -t, 0, 0, -t; 0, -t, -t, U]
```

The candidate for the ground energy is \(E_0=\tfrac12\bigl(U-\sqrt{U^2+16t^2}\bigr)\). The definition only names this number; its role is proved below.

```lean
/-- The energy `(U - sqrt (U² + 16 t²)) / 2` of the dimer. -/
def groundEnergy (U t : ℝ) : ℝ := (U - Real.sqrt (U ^ 2 + 16 * t ^ 2)) / 2
```

The ionic excitation studied here leads to the odd combination LL − RR. Its exact energy is \(\Omega=\tfrac12\bigl(U+\sqrt{U^2+16t^2}\bigr)\), also to be justified below.

```lean
/-- The exact ionic excitation energy `(U + sqrt (U² + 16 t²)) / 2`. -/
def ionicExcitation (U t : ℝ) : ℝ := (U + Real.sqrt (U ^ 2 + 16 * t ^ 2)) / 2
```

## The adiabatic response

The orbitals have energies \(\mp t\), so the single transition has gap \(2t\). With a frequency-independent coupling \(k/2\), the Casida matrix is

\[
M=\begin{pmatrix}2t+k/2&k/2\\-k/2&-(2t+k/2)\end{pmatrix}.
\]

The number \(k\) stands for the Hartree and exchange-correlation response at one bond length. It is an input, not derived from a functional. Hartree plus exchange alone, for example, gives \(k=U\) in this model.

```lean
/-- Casida response matrix of a single orbital transition with gap `2t` and
frequency-independent coupling `k / 2`. -/
def casidaMatrix (t k : ℝ) : Matrix (Fin 2) (Fin 2) ℝ :=
  !![2 * t + k / 2, k / 2; -(k / 2), -(2 * t + k / 2)]
```

The resulting excitation energy will be \(\omega_{\rm ad}=\sqrt{4t^2+2tk}\).

```lean
/-- The adiabatic excitation energy `sqrt (4 t² + 2 t k)`, for `t` and `k` nonnegative. -/
def adiabaticEnergy (t k : ℝ) : ℝ := Real.sqrt (4 * t ^ 2 + 2 * t * k)
```

## The exact ground state

Write \(s=\sqrt{U^2+16t^2}\). Then

\[
E_0^2-UE_0=\tfrac14(U-s)^2-\tfrac12U(U-s)=\tfrac14(s^2-U^2)=4t^2 .
\]

The proof inserts the value of \(s^2\) in the same way, through `linear_combination`.

```lean
/-- The energy `groundEnergy U t` solves the secular equation `E² = U E + 4 t²`. -/
theorem groundEnergy_secular (U t : ℝ) :
    groundEnergy U t ^ 2 = U * groundEnergy U t + 4 * t ^ 2 := by
  have h := Real.sq_sqrt (show 0 ≤ U ^ 2 + 16 * t ^ 2 by positivity)
  unfold groundEnergy
  linear_combination h / 4
```

Apply \(H\) to \((E_0,-2t,-2t,E_0)\). The first and last components give \(UE_0+4t^2=E_0^2\), and the middle ones give \(-2tE_0\). The vector is therefore an eigenvector with eigenvalue \(E_0\); dividing it by \(\sqrt{2E_0^2+8t^2}\) normalises it. Lean checks the components one by one with `fin_cases`, and a middle component shows that the vector is nonzero when \(t>0\).

```lean
/-- For `t > 0`, `groundEnergy U t` is an eigenvalue of the dimer Hamiltonian, with an explicit
nonzero eigenvector. -/
theorem ground_state (U : ℝ) {t : ℝ} (ht : 0 < t) :
    ![groundEnergy U t, -(2 * t), -(2 * t), groundEnergy U t] ≠ 0 ∧
    dimerH U t *ᵥ ![groundEnergy U t, -(2 * t), -(2 * t), groundEnergy U t] =
      groundEnergy U t • ![groundEnergy U t, -(2 * t), -(2 * t), groundEnergy U t] := by
  have hq := groundEnergy_secular U t
  constructor
  · intro h
    exact ht.ne' (by simpa using congrFun h 1)
  · ext i
    fin_cases i <;> simp [dimerH, Matrix.mulVec, dotProduct, Fin.sum_univ_four] <;>
      nlinarith [hq]
```

No state lies lower. For a real vector \(v\),

\[
v\cdot Hv=U(v_0^2+v_3^2)-2t(v_0+v_3)(v_1+v_2),
\]

and replacing \(E_0^2-UE_0\) by \(4t^2\) gives

\[
\begin{aligned}
-E_0\,(v\cdot Hv-E_0\,v\cdot v)={}&\tfrac12\bigl(2t(v_0+v_3)+E_0(v_1+v_2)\bigr)^2\\
&+2t^2(v_0-v_3)^2+\tfrac12E_0^2(v_1-v_2)^2\ge0 .
\end{aligned}
\]

For \(t>0\) we have \(s>U\), hence \(E_0<0\), and dividing by \(-E_0\) gives the bound. In the proof, `hs` is the sum-of-squares identity and `hneg` is the inequality \(E_0<0\). Real vectors suffice, because \(H\) is real and symmetric.

```lean
/-- Variational bound: for `t > 0`, no real two-electron state has an energy expectation
below `groundEnergy U t`. -/
theorem ground_variational (U : ℝ) {t : ℝ} (ht : 0 < t) (v : Fin 4 → ℝ) :
    groundEnergy U t * (v ⬝ᵥ v) ≤ v ⬝ᵥ (dimerH U t *ᵥ v) := by
  have hq := groundEnergy_secular U t
  have hneg : groundEnergy U t < 0 := by
    have h : U < Real.sqrt (U ^ 2 + 16 * t ^ 2) := by
      apply Real.lt_sqrt_of_sq_lt
      have := pow_pos ht 2
      linarith
    unfold groundEnergy
    linarith
  have h1 : v ⬝ᵥ (dimerH U t *ᵥ v) =
      U * (v 0 ^ 2 + v 3 ^ 2) - 2 * t * (v 0 + v 3) * (v 1 + v 2) := by
    simp [dimerH, Matrix.mulVec, dotProduct, Fin.sum_univ_four]
    ring
  have h2 : v ⬝ᵥ v = v 0 ^ 2 + v 1 ^ 2 + v 2 ^ 2 + v 3 ^ 2 := by
    simp only [dotProduct, Fin.sum_univ_four]
    ring
  rw [h1, h2]
  generalize groundEnergy U t = E at hq hneg ⊢
  -- the energy above `E`, multiplied by `-E > 0`, is a sum of squares
  have hs : -E * (U * (v 0 ^ 2 + v 3 ^ 2) - 2 * t * (v 0 + v 3) * (v 1 + v 2)
      - E * (v 0 ^ 2 + v 1 ^ 2 + v 2 ^ 2 + v 3 ^ 2)) =
      (2 * t * (v 0 + v 3) + E * (v 1 + v 2)) ^ 2 / 2
      + 2 * (t * (v 0 - v 3)) ^ 2 + (E * (v 1 - v 2)) ^ 2 / 2 := by
    linear_combination (v 0 ^ 2 + v 3 ^ 2) * hq
  refine sub_nonneg.mp ((mul_nonneg_iff_of_pos_left (show 0 < -E by linarith)).mp ?_)
  rw [hs]
  positivity
```

## The ionic excitation

In the normalised state \((\mathrm{LL}-\mathrm{RR})/\sqrt2\) the hopping contributions cancel, so its energy is \(U\). Since \(E_0+\Omega=U\), it lies exactly \(\Omega\) above the ground state. The theorem uses the unnormalised vector `![1, 0, 0, -1]` and writes the eigenvalue as \(E_0+\Omega\).

```lean
/-- The odd ionic state LL - RR is an eigenvector of the dimer Hamiltonian, and its energy
lies above `groundEnergy U t` by `ionicExcitation U t`. -/
theorem ionic_state (U t : ℝ) :
    dimerH U t *ᵥ ![1, 0, 0, -1] =
      (groundEnergy U t + ionicExcitation U t) • ![1, 0, 0, -1] := by
  have h : groundEnergy U t + ionicExcitation U t = U := by
    unfold groundEnergy ionicExcitation
    ring
  rw [h]
  ext i
  fin_cases i <;> simp [dimerH, Matrix.mulVec, dotProduct, Fin.sum_univ_four]
```

## The positive Casida root

The determinant is

\[
\det(M-\omega 1)=\omega^2-(2t+k/2)^2+(k/2)^2=\omega^2-(4t^2+2tk).
\]

For \(t>0\) and \(k\ge0\) the bracket is positive, so \(\omega_{\rm ad}\) is the only positive root. The equivalence in Lean says both that it is a root and that there is no other positive one.

```lean
/-- For `t > 0` and coupling `k ≥ 0`, the Casida matrix has exactly one positive
eigenvalue, the adiabatic excitation energy. -/
theorem casida_root {t k ω : ℝ} (ht : 0 < t) (hk : 0 ≤ k) :
    (0 < ω ∧ (casidaMatrix t k - ω • (1 : Matrix (Fin 2) (Fin 2) ℝ)).det = 0) ↔
      ω = adiabaticEnergy t k := by
  have hdet : (casidaMatrix t k - ω • (1 : Matrix (Fin 2) (Fin 2) ℝ)).det =
      ω ^ 2 - (4 * t ^ 2 + 2 * t * k) := by
    simp [casidaMatrix, Matrix.det_fin_two]
    ring
  have hp : 0 < 4 * t ^ 2 + 2 * t * k := by positivity
  rw [hdet]
  constructor
  · rintro ⟨hω, h⟩
    rw [adiabaticEnergy, ← sub_eq_zero.mp h, Real.sqrt_sq hω.le]
  · intro h
    rw [h, adiabaticEnergy]
    exact ⟨Real.sqrt_pos.mpr hp, by rw [Real.sq_sqrt hp.le, sub_self]⟩
```

## The two limits

Now let the coupling depend on the bond length, with \(0\le K(t)\le C\) for all \(t>0\). Then

\[
0\le\sqrt{4t^2+2tK(t)}\le\sqrt{4t^2+2tC}\longrightarrow0,
\]

while continuity gives \(\Omega\to\tfrac12(U+|U|)=U\) for \(U>0\). The filter `𝓝[>] 0` expresses \(t\to0^+\), and `squeeze_zero'` carries out the comparison.

In this two-site model with one orbital transition, a vanishing energy for the ionic singlet is thus an error of the bounded adiabatic coupling and not a property of the exact state. Frequency-dependent kernels and larger basis sets are not covered.

```lean
/-- Stretched H2: for `U > 0` and a nonnegative bounded coupling, the adiabatic excitation
energy tends to zero as `t → 0⁺`, while the exact ionic excitation energy tends to `U`. -/
theorem adiabatic_collapse {U C : ℝ} (hU : 0 < U) (K : ℝ → ℝ)
    (hK : ∀ t > 0, 0 ≤ K t ∧ K t ≤ C) :
    Tendsto (fun t => adiabaticEnergy t (K t)) (𝓝[>] 0) (𝓝 0) ∧
    Tendsto (fun t => ionicExcitation U t) (𝓝[>] 0) (𝓝 U) := by
  constructor
  · -- squeeze between zero and the energy for the constant coupling `C`
    have hc : Continuous fun t : ℝ => Real.sqrt (4 * t ^ 2 + 2 * t * C) := by fun_prop
    refine squeeze_zero' (Eventually.of_forall fun t => Real.sqrt_nonneg _) ?_
      ((hc.tendsto' 0 0 (by simp)).mono_left nhdsWithin_le_nhds)
    filter_upwards [self_mem_nhdsWithin] with t ht
    have ht' : 0 < t := ht
    apply Real.sqrt_le_sqrt
    have := mul_le_mul_of_nonneg_left (hK t ht').2 (show 0 ≤ 2 * t by linarith)
    linarith
  · have hc : Continuous fun t : ℝ => ionicExcitation U t := by
      unfold ionicExcitation
      fun_prop
    refine (hc.tendsto' 0 U ?_).mono_left nhdsWithin_le_nhds
    have h : U ^ 2 + 16 * (0 : ℝ) ^ 2 = U ^ 2 := by ring
    rw [ionicExcitation, h, Real.sqrt_sq hU.le]
    ring
```

Without the upper bound on \(K\) the collapse can fail. Take \(K(t)=U^2/(2t)\), which is nonnegative but unbounded: the adiabatic energy is then \(\sqrt{4t^2+U^2}\), which tends to \(U\).

## The coupling that would be needed

This example shows the general pattern. For \(t>0\) and \(K(t)\ge0\),

\[
tK(t)=\tfrac12\bigl(\omega_{\rm ad}^2-4t^2\bigr).
\]

If \(\omega_{\rm ad}\to U\), the right-hand side tends to \(U^2/2\). Conversely, if \(tK(t)\to U^2/2\), then \(\omega_{\rm ad}=\sqrt{4t^2+2tK(t)}\to\sqrt{U^2}=U\). The two halves of the proof take these limits in turn.

```lean
/-- For `U > 0` and a nonnegative coupling, the adiabatic formula has the exact limit `U`
as `t → 0⁺` if and only if `t K(t)` tends to `U² / 2`. -/
theorem correct_limit_iff {U : ℝ} (hU : 0 < U) (K : ℝ → ℝ) (hK : ∀ t > 0, 0 ≤ K t) :
    Tendsto (fun t => adiabaticEnergy t (K t)) (𝓝[>] 0) (𝓝 U) ↔
      Tendsto (fun t => t * K t) (𝓝[>] 0) (𝓝 (U ^ 2 / 2)) := by
  have hc : Continuous fun t : ℝ => 4 * t ^ 2 := by fun_prop
  have h0 : Tendsto (fun t : ℝ => 4 * t ^ 2) (𝓝[>] 0) (𝓝 0) :=
    (hc.tendsto' 0 0 (by simp)).mono_left nhdsWithin_le_nhds
  constructor
  · intro h
    -- solve the squared energy for `t K(t)`
    have h2 := ((h.pow 2).sub h0).div_const 2
    rw [sub_zero] at h2
    refine h2.congr' ?_
    filter_upwards [self_mem_nhdsWithin] with t ht
    have ht' : 0 < t := ht
    have hk := hK t ht'
    rw [adiabaticEnergy, Real.sq_sqrt (by positivity)]
    ring
  · intro h
    have h2 := (h0.add (h.const_mul 2)).sqrt
    have e : 0 + 2 * (U ^ 2 / 2) = U ^ 2 := by ring
    rw [e, Real.sqrt_sq hU.le] at h2
    refine h2.congr fun t => ?_
    rw [adiabaticEnergy, mul_assoc]
```

Finally, \(K(t)=\bigl(tK(t)\bigr)\,t^{-1}\). The first factor tends to the positive number \(U^2/2\) and the second to \(+\infty\), so a nonnegative coupling that restores the correct limit must diverge as the bond is stretched. In Lean, `pos_mul_atTop` combines the two factors, and `atTop` denotes divergence to \(+\infty\).

```lean
/-- For `U > 0`, a nonnegative coupling that gives the adiabatic formula the exact limit `U`
must diverge to `+∞` as `t → 0⁺`. -/
theorem coupling_diverges {U : ℝ} (hU : 0 < U) (K : ℝ → ℝ) (hK : ∀ t > 0, 0 ≤ K t)
    (h : Tendsto (fun t => adiabaticEnergy t (K t)) (𝓝[>] 0) (𝓝 U)) :
    Tendsto K (𝓝[>] 0) atTop := by
  have h1 := (correct_limit_iff hU K hK).mp h
  have h2 := h1.pos_mul_atTop (by positivity) tendsto_inv_nhdsGT_zero
  refine h2.congr' ?_
  filter_upwards [self_mem_nhdsWithin] with t ht
  have ht' : t ≠ 0 := ne_of_gt ht
  field_simp

end

end StretchedHydrogenTDDFT
```

```lean
#print axioms StretchedHydrogenTDDFT.ground_state
#print axioms StretchedHydrogenTDDFT.casida_root
#print axioms StretchedHydrogenTDDFT.adiabatic_collapse
#print axioms StretchedHydrogenTDDFT.coupling_diverges
```

```
'StretchedHydrogenTDDFT.ground_state' depends on axioms: [propext, Classical.choice, Quot.sound]
'StretchedHydrogenTDDFT.casida_root' depends on axioms: [propext, Classical.choice, Quot.sound]
'StretchedHydrogenTDDFT.adiabatic_collapse' depends on axioms: [propext, Classical.choice, Quot.sound]
'StretchedHydrogenTDDFT.coupling_diverges' depends on axioms: [propext, Classical.choice, Quot.sound]
```
